# A rank-r Hermitian perturbation puts at most r levels into a gap of a finite Hamiltonian

If a Hermitian $H_0$ on a finite-dimensional space has no eigenvalue in $(a,b)$, and $V$ is Hermitian of rank $r$, then $H_0+V$ has at most $r$ eigenvalues there, counted with multiplicity. I use this to bound the number of in-gap states that appear when I cut bonds in a tight-binding model. Can it be proved rigorously, with a machine-checked version in Lean 4?

## Counting dimensions on the kernel of V

Yes, and without assuming a gap one gets more: the numbers of levels of $H_0$ and $H_0+V$ in $(a,b)$ differ by at most $r$.

Let $n$ be the dimension of the space and $N(H)$ the number of levels of $H$ in $(a,b)$. Put $c=(a+b)/2$ and $\delta=(b-a)/2$. For an orthonormal eigenbasis $\varphi_i$ of $H$ with eigenvalues $\lambda_i$, we have $\langle\varphi_i,(H-c)x\rangle=(\lambda_i-c)\langle\varphi_i,x\rangle$, hence

$$\|(H-c)x\|^2=\sum_i(\lambda_i-c)^2|\langle\varphi_i,x\rangle|^2 .$$

Call a subspace *narrow* for $H$ if $\|(H-c)x\|<\delta\|x\|$ for all its nonzero $x$.

1. **A narrow $W$ has $\dim W\le N(H)$.** Map $x\in W$ to its amplitudes on the in-gap levels. If a nonzero $x$ went to zero, only levels with $(\lambda_i-c)^2\ge\delta^2$ would contribute, giving $\|(H-c)x\|\ge\delta\|x\|$, a contradiction. The map is therefore injective.
2. **Some narrow $K$ has $\dim K\ge N(H)$.** Take the states with no amplitude on the $n-N(H)$ levels outside the window. A nonzero $x\in K$ populates only levels with $(\lambda_i-c)^2<\delta^2$, and at least one of them.
3. **Compare the Hamiltonians.** Take $K$ from step 2 for $H=H_0+V$. Since $\dim\ker V=n-r$ and $\dim(K+\ker V)\le n$,
$$\dim(K\cap\ker V)\ge N(H)+(n-r)-n=N(H)-r .$$
On $\ker V$ the two Hamiltonians agree, so $K\cap\ker V$ is narrow for $H_0$. Step 1 gives $N(H)-r\le N(H_0)$.

Exchanging $H_0$ and $H$ gives the reverse bound. With a gap, $N(H_0)=0$ and $N(H)\le r$.

For $m$ bonds, $B=\sum_k t_k|u_k\rangle\langle v_k|+\text{h.c.}$ maps into the span of $2m$ vectors, so its rank is at most $2m$, and if $H_0$ is gapped, $H_0-B$ has at most $2m$ in-gap levels. Here a bond is one hopping term between two orbitals. A chemical bond between atoms with several orbitals, or with both spins included, counts once for each of its hopping terms.

## Four sites, one cut bond

Take a ring with hoppings $1,2,1,2$ on bonds 12, 23, 34, 41. Reflection ($1\leftrightarrow4$, $2\leftrightarrow3$) splits it into the blocks $\begin{pmatrix}2&1\\1&2\end{pmatrix}$ and $\begin{pmatrix}-2&1\\1&-2\end{pmatrix}$, with levels $3,1,-1,-3$. The window $(-1,1)$ is empty. Cutting bond 41 replaces the upper-left entries by $0$, and the levels become $1\pm\sqrt2$ and $-1\pm\sqrt2$. Two of them, $\pm0.414$, lie in the window, which attains $2m=2$.

## What the Lean theorems say

`E` is a finite-dimensional complex inner product space, `IsSymmetric` means Hermitian, and `finrank ℂ (LinearMap.range V)` is the rank. `inGapCount` counts entries of the eigenvalue list, so degenerate levels count repeatedly. `IsGapped` is a hypothesis: it stands for a bulk, such as a finite periodic crystal, with no level in the open window.

`inGapCount_le_rank` is the claim you asked about, and `inGapCount_stability` is the two-sided version. In `edge_states_le_two_mul_bonds`, the amplitudes `t` are complex and the orbitals `u`, `v` are arbitrary vectors, not necessarily orthonormal.

For finite, non-interacting tight-binding models, this limits how many in-gap levels a cut can create. It involves no topological invariant, does not force any edge state to exist, and does not show that the counted states are localised at the edge.

```lean
import Mathlib

open scoped InnerProductSpace
open Module

namespace InGapStates

noncomputable section

variable {E : Type*} [NormedAddCommGroup E] [InnerProductSpace ℂ E] [FiniteDimensional ℂ E]

/-- The labels of the energy levels of `H` lying strictly between `a` and `b`. -/
def inGapLevels {H : E →ₗ[ℂ] E} (hH : H.IsSymmetric) (a b : ℝ) : Finset (Fin (finrank ℂ E)) :=
  Finset.univ.filter fun i => a < hH.eigenvalues rfl i ∧ hH.eigenvalues rfl i < b

/-- The number of energy levels of `H` strictly between `a` and `b`, with multiplicity. -/
def inGapCount {H : E →ₗ[ℂ] E} (hH : H.IsSymmetric) (a b : ℝ) : ℕ :=
  (inGapLevels hH a b).card

/-- `H` has no eigenvalue in the open energy window `(a, b)`. -/
def IsGapped (H : E →ₗ[ℂ] E) (a b : ℝ) : Prop :=
  ∀ μ : ℝ, a < μ → μ < b → ¬ End.HasEigenvalue H (μ : ℂ)

/-- The squared norm of `(H - c) x` is the sum of the squared level distances from `c`,
weighted by the populations of the levels in `x`. -/
theorem energy_spread {H : E →ₗ[ℂ] E} (hH : H.IsSymmetric) (c : ℝ) (x : E) :
    ‖H x - (c : ℂ) • x‖ ^ 2 = ∑ i, (hH.eigenvalues rfl i - c) ^ 2 *
      ‖⟪hH.eigenvectorBasis rfl i, x⟫_ℂ‖ ^ 2 := by
  rw [← (hH.eigenvectorBasis rfl).sum_sq_norm_inner_right (H x - (c : ℂ) • x)]
  refine Finset.sum_congr rfl fun i _ => ?_
  have h1 : H (hH.eigenvectorBasis rfl i) =
      ((hH.eigenvalues rfl i : ℝ) : ℂ) • hH.eigenvectorBasis rfl i :=
    hH.apply_eigenvectorBasis rfl i
  have h2 : ⟪hH.eigenvectorBasis rfl i, H x - (c : ℂ) • x⟫_ℂ =
      ((hH.eigenvalues rfl i - c : ℝ) : ℂ) * ⟪hH.eigenvectorBasis rfl i, x⟫_ℂ := by
    rw [inner_sub_right, ← hH (hH.eigenvectorBasis rfl i) x, h1, inner_smul_left,
      inner_smul_right, Complex.conj_ofReal]
    push_cast
    ring
  rw [h2, norm_mul, mul_pow, Complex.norm_real, Real.norm_eq_abs, sq_abs]

/-- If every nonzero state of a subspace `W` has `‖(H - c) x‖ < (b - a) / 2 * ‖x‖`, with `c` the
middle of the window, then `dim W` is at most the number of levels in `(a, b)`. -/
theorem finrank_le_inGapCount {H : E →ₗ[ℂ] E} (hH : H.IsSymmetric) (a b : ℝ)
    (W : Submodule ℂ E)
    (hW : ∀ x ∈ W, x ≠ 0 → ‖H x - (((a + b) / 2 : ℝ) : ℂ) • x‖ < (b - a) / 2 * ‖x‖) :
    finrank ℂ W ≤ inGapCount hH a b := by
  -- record the amplitudes on the in-gap levels; this map is injective on `W`
  let f : W →ₗ[ℂ] (inGapLevels hH a b → ℂ) := LinearMap.pi fun i =>
    (innerSL ℂ (hH.eigenvectorBasis rfl i.1)).toLinearMap.comp W.subtype
  have hf : Function.Injective f := by
    rw [injective_iff_map_eq_zero]
    intro x hx
    by_contra hne
    have hlt := hW x x.2 (fun h => hne (Subtype.ext h))
    have hab : 0 < (b - a) / 2 :=
      pos_of_mul_pos_left (lt_of_le_of_lt (norm_nonneg _) hlt) (norm_nonneg _)
    have hsq := pow_lt_pow_left₀ hlt (norm_nonneg _) two_ne_zero
    rw [energy_spread hH, mul_pow,
      ← (hH.eigenvectorBasis rfl).sum_sq_norm_inner_right (x : E), Finset.mul_sum] at hsq
    refine not_le_of_gt hsq (Finset.sum_le_sum fun i _ => ?_)
    by_cases hi : i ∈ inGapLevels hH a b
    · have h0 : ⟪hH.eigenvectorBasis rfl i, (x : E)⟫_ℂ = 0 := congrFun hx ⟨i, hi⟩
      simp [h0]
    · refine mul_le_mul_of_nonneg_right ?_ (sq_nonneg _)
      simp only [inGapLevels, Finset.mem_filter, Finset.mem_univ, true_and, not_and, not_lt] at hi
      rcases le_or_gt (hH.eigenvalues rfl i) a with h | h
      · nlinarith
      · nlinarith [hi h]
  have h := LinearMap.finrank_le_finrank_of_injective hf
  rwa [finrank_fintype_fun_eq_card, Fintype.card_coe] at h

/-- There is a subspace, of dimension at least the number of levels in `(a, b)`, whose nonzero
states all have `‖(H - c) x‖ < (b - a) / 2 * ‖x‖`, with `c` the middle of the window. -/
theorem exists_inGap_subspace {H : E →ₗ[ℂ] E} (hH : H.IsSymmetric) (a b : ℝ) :
    ∃ K : Submodule ℂ E, inGapCount hH a b ≤ finrank ℂ K ∧
      ∀ x ∈ K, x ≠ 0 → ‖H x - (((a + b) / 2 : ℝ) : ℂ) • x‖ < (b - a) / 2 * ‖x‖ := by
  -- the states without amplitude on the levels outside the window
  let g : E →ₗ[ℂ] (((inGapLevels hH a b)ᶜ : Finset _) → ℂ) := LinearMap.pi fun i =>
    (innerSL ℂ (hH.eigenvectorBasis rfl i.1)).toLinearMap
  refine ⟨LinearMap.ker g, ?_, fun x hx hne => ?_⟩
  · have h1 := g.finrank_range_add_finrank_ker
    have h2 := Submodule.finrank_le (LinearMap.range g)
    rw [finrank_fintype_fun_eq_card, Fintype.card_coe] at h2
    have h3 := Finset.card_add_card_compl (inGapLevels hH a b)
    rw [Fintype.card_fin] at h3
    unfold inGapCount
    omega
  · have hout : ∀ i, i ∉ inGapLevels hH a b → ⟪hH.eigenvectorBasis rfl i, x⟫_ℂ = 0 :=
      fun i hi => congrFun (LinearMap.mem_ker.mp hx) ⟨i, Finset.mem_compl.mpr hi⟩
    have hin : ∀ i, i ∈ inGapLevels hH a b →
        a < hH.eigenvalues rfl i ∧ hH.eigenvalues rfl i < b := fun i hi => by
      simpa [inGapLevels] using hi
    -- a nonzero state populates some level, which must be in the gap
    obtain ⟨j, hj⟩ : ∃ j, ⟪hH.eigenvectorBasis rfl j, x⟫_ℂ ≠ 0 := by
      by_contra hall
      push Not at hall
      have h := (hH.eigenvectorBasis rfl).sum_sq_norm_inner_right x
      simp only [hall, norm_zero, ne_eq, OfNat.ofNat_ne_zero, not_false_eq_true, zero_pow,
        Finset.sum_const_zero] at h
      exact hne (norm_eq_zero.mp (pow_eq_zero_iff two_ne_zero |>.mp h.symm))
    have hjS : j ∈ inGapLevels hH a b := by
      by_contra h
      exact hj (hout j h)
    obtain ⟨hja, hjb⟩ := hin j hjS
    have hab : 0 ≤ (b - a) / 2 := by linarith
    refine lt_of_pow_lt_pow_left₀ 2 (mul_nonneg hab (norm_nonneg _)) ?_
    rw [energy_spread hH, mul_pow,
      ← (hH.eigenvectorBasis rfl).sum_sq_norm_inner_right x, Finset.mul_sum]
    refine Finset.sum_lt_sum (fun i _ => ?_) ⟨j, Finset.mem_univ j, ?_⟩
    · by_cases hi : i ∈ inGapLevels hH a b
      · obtain ⟨h1, h2⟩ := hin i hi
        exact mul_le_mul_of_nonneg_right (by nlinarith) (sq_nonneg _)
      · simp [hout i hi]
    · exact mul_lt_mul_of_pos_right (by nlinarith) (pow_pos (norm_pos_iff.mpr hj) 2)

/-- If two Hamiltonians act identically on every state annihilated by `V`, the number of levels
of `H` in a window exceeds that of `H₀` by at most the rank of `V`. -/
theorem inGapCount_le_add_rank {H₀ H : E →ₗ[ℂ] E} (hH₀ : H₀.IsSymmetric) (hH : H.IsSymmetric)
    (V : E →ₗ[ℂ] E) (hV : ∀ x, V x = 0 → H x = H₀ x) (a b : ℝ) :
    inGapCount hH a b ≤ inGapCount hH₀ a b + finrank ℂ (LinearMap.range V) := by
  obtain ⟨K, hK, hKx⟩ := exists_inGap_subspace hH a b
  -- on `K ⊓ ker V` the two Hamiltonians coincide
  have h1 := finrank_le_inGapCount hH₀ a b (K ⊓ LinearMap.ker V) fun x hx hne => by
    rw [← hV x (LinearMap.mem_ker.mp hx.2)]
    exact hKx x hx.1 hne
  have h2 := Submodule.finrank_sup_add_finrank_inf_eq K (LinearMap.ker V)
  have h3 := Submodule.finrank_le (K ⊔ LinearMap.ker V)
  have h4 := V.finrank_range_add_finrank_ker
  omega

/-- Adding a Hermitian `V` changes the number of levels in any open energy window, up or down,
by at most the rank of `V`. -/
theorem inGapCount_stability {H₀ V : E →ₗ[ℂ] E} (hH₀ : H₀.IsSymmetric) (hV : V.IsSymmetric)
    (a b : ℝ) :
    inGapCount (hH₀.add hV) a b ≤ inGapCount hH₀ a b + finrank ℂ (LinearMap.range V) ∧
    inGapCount hH₀ a b ≤ inGapCount (hH₀.add hV) a b + finrank ℂ (LinearMap.range V) :=
  ⟨inGapCount_le_add_rank hH₀ _ V (fun x hx => by simp [hx]) a b,
    inGapCount_le_add_rank _ hH₀ V (fun x hx => by simp [hx]) a b⟩

/-- A gapped Hamiltonian has in-gap count zero. -/
theorem IsGapped.inGapCount_eq_zero {H : E →ₗ[ℂ] E} {a b : ℝ} (hgap : IsGapped H a b)
    (hH : H.IsSymmetric) : inGapCount hH a b = 0 := by
  unfold inGapCount inGapLevels
  rw [Finset.card_eq_zero, Finset.filter_eq_empty_iff]
  rintro i - ⟨h1, h2⟩
  exact hgap _ h1 h2 (hH.hasEigenvalue_eigenvalues rfl i)

/-- If `H₀` has no eigenvalue in `(a, b)`, then `H₀ + V` has at most `rank V` eigenvalues there,
counted with multiplicity. -/
theorem inGapCount_le_rank {H₀ V : E →ₗ[ℂ] E} (hH₀ : H₀.IsSymmetric) (hV : V.IsSymmetric)
    {a b : ℝ} (hgap : IsGapped H₀ a b) :
    inGapCount (hH₀.add hV) a b ≤ finrank ℂ (LinearMap.range V) := by
  have h := (inGapCount_stability hH₀ hV a b).1
  rwa [hgap.inGapCount_eq_zero hH₀, zero_add] at h

/-- The hopping operator `∑ₖ tₖ |uₖ⟩⟨vₖ| + h.c.` of `m` bonds joining orbitals `uₖ` and `vₖ`. -/
def bondHopping {m : ℕ} (t : Fin m → ℂ) (u v : Fin m → E) : E →ₗ[ℂ] E where
  toFun x := ∑ k, ((t k * ⟪v k, x⟫_ℂ) • u k + (starRingEnd ℂ (t k) * ⟪u k, x⟫_ℂ) • v k)
  map_add' x y := by
    rw [← Finset.sum_add_distrib]
    refine Finset.sum_congr rfl fun k _ => ?_
    rw [inner_add_right, inner_add_right]
    module
  map_smul' c x := by
    rw [RingHom.id_apply, Finset.smul_sum]
    refine Finset.sum_congr rfl fun k _ => ?_
    rw [inner_smul_right, inner_smul_right]
    module

omit [FiniteDimensional ℂ E] in
/-- The hopping operator of a set of bonds is Hermitian. -/
theorem bondHopping_isSymmetric {m : ℕ} (t : Fin m → ℂ) (u v : Fin m → E) :
    (bondHopping t u v).IsSymmetric := by
  intro x y
  simp only [bondHopping, LinearMap.coe_mk, AddHom.coe_mk, sum_inner, inner_sum, inner_add_left,
    inner_add_right, inner_smul_left, inner_smul_right, map_mul, inner_conj_symm,
    Complex.conj_conj]
  refine Finset.sum_congr rfl fun k _ => ?_
  ring

/-- Cutting `m` bonds out of a Hamiltonian gapped on `(a, b)` leaves at most `2 m` states with
energy in `(a, b)`. -/
theorem edge_states_le_two_mul_bonds {H₀ : E →ₗ[ℂ] E} (hH₀ : H₀.IsSymmetric) {a b : ℝ}
    (hgap : IsGapped H₀ a b) {m : ℕ} (t : Fin m → ℂ) (u v : Fin m → E) :
    inGapCount (hH₀.sub (bondHopping_isSymmetric t u v)) a b ≤ 2 * m := by
  have h1 := inGapCount_le_add_rank hH₀ (hH₀.sub (bondHopping_isSymmetric t u v))
    (bondHopping t u v) (fun x hx => by simp [hx]) a b
  rw [hgap.inGapCount_eq_zero hH₀] at h1
  -- the hopping operator maps into the span of the `2 m` end orbitals
  have h2 : LinearMap.range (bondHopping t u v) ≤
      Submodule.span ℂ (Set.range (Sum.elim u v)) := by
    rintro _ ⟨x, rfl⟩
    change ∑ k, ((t k * ⟪v k, x⟫_ℂ) • u k + (starRingEnd ℂ (t k) * ⟪u k, x⟫_ℂ) • v k) ∈
      Submodule.span ℂ (Set.range (Sum.elim u v))
    refine Submodule.sum_mem _ fun k _ => ?_
    refine Submodule.add_mem _ ?_ ?_
    · exact Submodule.smul_mem _ _ (Submodule.subset_span ⟨Sum.inl k, rfl⟩)
    · exact Submodule.smul_mem _ _ (Submodule.subset_span ⟨Sum.inr k, rfl⟩)
  have h3 := Submodule.finrank_mono h2
  have h4 : finrank ℂ (Submodule.span ℂ (Set.range (Sum.elim u v))) ≤
      Fintype.card (Fin m ⊕ Fin m) := finrank_range_le_card (Sum.elim u v)
  rw [Fintype.card_sum, Fintype.card_fin] at h4
  omega

/-- The rank bound is attained: the zero Hamiltonian is gapped on `(0, 2)`, and adding an
orthogonal projector `P` puts exactly `rank P` levels into that window. -/
theorem rank_bound_sharp {P : E →ₗ[ℂ] E} (hP : P.IsSymmetric) (hPP : ∀ x, P (P x) = P x) :
    IsGapped (0 : E →ₗ[ℂ] E) 0 2 ∧
      inGapCount (LinearMap.IsSymmetric.zero.add hP) 0 2 = finrank ℂ (LinearMap.range P) := by
  have hgap : IsGapped (0 : E →ₗ[ℂ] E) 0 2 := by
    intro μ hμ _ h
    obtain ⟨x, hx⟩ := h.exists_hasEigenvector
    have h0 : (0 : E) = (μ : ℂ) • x := hx.apply_eq_smul
    rcases smul_eq_zero.mp h0.symm with h1 | h1
    · exact hμ.ne' (Complex.ofReal_eq_zero.mp h1)
    · exact hx.2 h1
  refine ⟨hgap, le_antisymm (inGapCount_le_rank LinearMap.IsSymmetric.zero hP hgap) ?_⟩
  -- every state in the range of `P` sits exactly at the middle of the window
  refine finrank_le_inGapCount _ 0 2 (LinearMap.range P) ?_
  rintro _ ⟨y, rfl⟩ hne
  have hpos := norm_pos_iff.mpr hne
  have h0 : (0 + P) (P y) - (((0 + 2) / 2 : ℝ) : ℂ) • P y = 0 := by
    simp [hPP]
  rw [h0, norm_zero]
  linarith

end

end InGapStates
```

```lean
#print axioms InGapStates.inGapCount_le_add_rank
#print axioms InGapStates.edge_states_le_two_mul_bonds
#print axioms InGapStates.rank_bound_sharp
```

```
'InGapStates.inGapCount_le_add_rank' depends on axioms: [propext, Classical.choice, Quot.sound]
'InGapStates.edge_states_le_two_mul_bonds' depends on axioms: [propext, Classical.choice, Quot.sound]
'InGapStates.rank_bound_sharp' depends on axioms: [propext, Classical.choice, Quot.sound]
```

## How the code follows the argument

`energy_spread` is the displayed identity. `finrank_le_inGapCount` is step 1, with `f` the amplitude map, and `exists_inGap_subspace` is step 2, with $K$ the kernel of `g`. `inGapCount_le_add_rank` is step 3: it collects the dimension formulas for $K$ and $\ker V$, and `omega` does the arithmetic. It only needs the Hamiltonians to agree on $\ker V$, so it serves both directions of the stability theorem as well as the subtraction of bonds.

`IsGapped.inGapCount_eq_zero` removes the $H_0$ term. The bond theorem bounds the rank by placing the range inside the span of the end orbitals.

`rank_bound_sharp` takes $H_0=0$, the window $(0,2)$ and an orthogonal projector $P$. Since $(P-1)Py=0$, the range of $P$ is narrow, so step 1 gives at least $\operatorname{rank}P$ levels; the main bound gives at most that many.
